# The Squared Interband Velocity Element of a Rashba–Dresselhaus Electron Gas

## Light between two spin-split bands

In a two-dimensional electron gas without inversion symmetry, spin-orbit coupling splits a parabolic band in two. Light can lift an electron from the lower branch to the upper one at the same wave vector k. How strongly it does so depends on the direction of k, on the polarisation and on the two spin-orbit couplings.

With ħ = 1, take

H(k) = k²/(2m) + a(kx σy − ky σx) + b(kx σx − ky σy),

where a is the Rashba and b the linear Dresselhaus coupling, often written α and β. The Dresselhaus term has this form in a (001) quantum well of a zinc-blende semiconductor, with x and y along the cubic axes. For polarisation along x, the transition amplitude contains ⟨u|∂H/∂kx|v⟩, with u and v the spinors of the two branches.

## The result and its formal reading

Wherever the branches have different energies,

|⟨u|∂H/∂kx|v⟩|² = (a² − b²)² ky² / [(b kx − a ky)² + (a kx − b ky)²].

This is `interband_sq_x`. The general version, `interband_sq`, allows any real polarisation vector n = (nx, ny), not necessarily of unit length, and has (nx ky − ny kx)² in place of ky².

In the Lean file, `μ` is the inverse mass 1/m, not a chemical potential. It may be any real number, so every m > 0 is included. `IsBandState` says that a spinor is normalised and is an eigenvector of `hamiltonian` with real energy `E`. The hypothesis `E₁ ≠ E₂` is the nonzero spin splitting. `element u V v` is ⟨u|V|v⟩, conjugated in the first argument, and `velocity` is the derivative of H along n.

The model is non-interacting, has two bands and keeps only spin-orbit terms linear in k. One step to a real sample that the hypotheses leave open is that light enters through k → k + eA in this effective Hamiltonian, with A a uniform vector potential and −e the electron charge.

## Derivation from the spin-orbit field

Collect the coefficients of σx and σy in one complex number,

z = (b kx − a ky) + i(a kx − b ky).

The spin-orbit term is then off-diagonal, with lower-left entry z and upper-right entry z̄. Let u₀, u₁ be the components of u, and ε₁ = E₁ − k²/(2m). The eigenvalue equation reads

z̄ u₁ = ε₁ u₀,  z u₀ = ε₁ u₁.

Taking squared moduli, adding and using |u₀|² + |u₁|² = 1 gives ε₁² = |z|². The same holds for v, with ε₂ = E₂ − k²/(2m). Since the energies differ, ε₂ = −ε₁, so

(E₁ − E₂)² = 4|z|² ≠ 0.

With z ≠ 0, the modulus equations also give |u₀|² = |v₀|² = 1/2.

The velocity is (n·k)/m times the identity plus an off-diagonal matrix built from w, the field z evaluated at n instead of k. Because u and v are orthogonal, the identity part contributes nothing, and

M = ⟨u|n·∇H|v⟩ = ū₀ w̄ v₁ + ū₁ w v₀.

Multiply by ε₁ and use ε₁ū₁ = z̄ū₀ and ε₁v₁ = −ε₂v₁ = −z v₀:

ε₁M = ū₀v₀ (w z̄ − w̄ z).

Expanding the bracket gives

w z̄ − w̄ z = −2i(a² − b²)(nx ky − ny kx).

The squared modulus, with |ū₀v₀|² = 1/4 and ε₁² = |z|², is the result.

## When the transition is dark

Where the branches have different energies, the element vanishes exactly when a = ±b or when n and k are linearly dependent. For a = ±b the spin-orbit field keeps one axis for all k, so the velocity commutes with H. If the spin-orbit part of the velocity is dropped, leaving k/m, the element vanishes for all a and b.

## One wave vector in numbers

Take m = 1, a = 2, b = 1 and k = (2, 1). Then z = 3i, the energies are 2.5 ± 3, and the spinors are u = (1, i)/√2 and v = (1, −i)/√2. For x-polarisation w = 1 + 2i, so

M = ½[(1 − 2i)(−i) + (−i)(1 + 2i)] = −i.

Hence |M|² = 1, and the formula gives 9·1/9 = 1.

## Its place in an absorption spectrum

An independent-particle absorption calculation for this two-band model diagonalises H(k) on a uniform grid of wave vectors. At each point with z ≠ 0 it forms |M|², multiplies by the occupation of the lower branch minus that of the upper, divides by the photon energy 2|z|, and adds the result to the spectrum at that energy. Up to a constant factor, the sum is the interband part of the absorbed power at fixed electric-field amplitude. The formula supplies |M|² without the eigenvectors.

## The Lean file

```lean
import Mathlib

open Matrix
open scoped ComplexConjugate

namespace SpinOrbitOptics

noncomputable section

/-- The Pauli matrix `σ_x`. -/
def σx : Matrix (Fin 2) (Fin 2) ℂ := !![0, 1; 1, 0]

/-- The Pauli matrix `σ_y`. -/
def σy : Matrix (Fin 2) (Fin 2) ℂ := !![0, -Complex.I; Complex.I, 0]

/-- The spin-orbit term `a (kx σ_y - ky σ_x) + b (kx σ_x - ky σ_y)`. -/
def spinOrbit (a b kx ky : ℝ) : Matrix (Fin 2) (Fin 2) ℂ :=
  (a : ℂ) • ((kx : ℂ) • σy - (ky : ℂ) • σx) + (b : ℂ) • ((kx : ℂ) • σx - (ky : ℂ) • σy)

/-- The in-plane spin-orbit field, with its x and y components as real and imaginary part. -/
def soField (a b kx ky : ℝ) : ℂ := ⟨b * kx - a * ky, a * kx - b * ky⟩

/-- The kinetic energy `μ k² / 2`, where `μ` is the inverse effective mass. -/
def kinetic (μ kx ky : ℝ) : ℝ := μ * (kx ^ 2 + ky ^ 2) / 2

/-- The Hamiltonian: kinetic energy plus spin-orbit term. -/
def hamiltonian (μ a b kx ky : ℝ) : Matrix (Fin 2) (Fin 2) ℂ :=
  (kinetic μ kx ky : ℂ) • (1 : Matrix (Fin 2) (Fin 2) ℂ) + spinOrbit a b kx ky

/-- The velocity operator at `k` for light polarised along `n = (nx, ny)`. -/
def velocity (μ a b nx ny kx ky : ℝ) : Matrix (Fin 2) (Fin 2) ℂ :=
  ((μ * (nx * kx + ny * ky) : ℝ) : ℂ) • (1 : Matrix (Fin 2) (Fin 2) ℂ) + spinOrbit a b nx ny

/-- The matrix element `⟨u| V |v⟩`. -/
def element (u : Fin 2 → ℂ) (V : Matrix (Fin 2) (Fin 2) ℂ) (v : Fin 2 → ℂ) : ℂ :=
  star u ⬝ᵥ (V *ᵥ v)

/-- `u` is a normalised eigenstate of the Hamiltonian at `k` with energy `E`. -/
def IsBandState (μ a b kx ky E : ℝ) (u : Fin 2 → ℂ) : Prop :=
  hamiltonian μ a b kx ky *ᵥ u = (E : ℂ) • u ∧ star u ⬝ᵥ u = 1

variable {μ a b kx ky E E₁ E₂ : ℝ} {u v : Fin 2 → ℂ}

/-- The velocity operator is the derivative of the Hamiltonian, entry by entry, when `k` moves
along `n`. -/
theorem velocity_hasDerivAt (μ a b nx ny kx ky : ℝ) (i j : Fin 2) :
    HasDerivAt (fun t : ℝ => hamiltonian μ a b (kx + t * nx) (ky + t * ny) i j)
      (velocity μ a b nx ny kx ky i j) 0 := by
  have key : ∀ A B C : ℂ,
      HasDerivAt (fun t : ℝ => A + (t : ℂ) * B + (t : ℂ) ^ 2 * C) B 0 := by
    intro A B C
    have h : HasDerivAt (fun t : ℝ => (t : ℂ)) 1 0 := by
      simpa using (hasDerivAt_id' (0 : ℝ)).ofReal_comp
    have hB : HasDerivAt (fun t : ℝ => A + (t : ℂ) * B) (1 * B) 0 :=
      (h.mul_const B).const_add A
    have hC : HasDerivAt (fun t : ℝ => (t : ℂ) ^ 2 * C) 0 0 :=
      ((h.fun_pow 2).mul_const C).congr_deriv (by simp)
    exact (hB.fun_add hC).congr_deriv (by simp)
  -- each entry is a quadratic polynomial in the displacement
  convert key (hamiltonian μ a b kx ky i j) (velocity μ a b nx ny kx ky i j)
    ((kinetic μ nx ny : ℂ) * (1 : Matrix (Fin 2) (Fin 2) ℂ) i j) using 1
  funext t
  simp only [hamiltonian, velocity, spinOrbit, kinetic, Matrix.add_apply, Matrix.sub_apply,
    Matrix.smul_apply, smul_eq_mul]
  push_cast
  ring

/-- A multiple of the identity plus the spin-orbit term acts on a spinor through the
complex spin-orbit field, which couples the two spin components. -/
theorem shift_mulVec (c : ℂ) (a b kx ky : ℝ) (u : Fin 2 → ℂ) :
    (c • (1 : Matrix (Fin 2) (Fin 2) ℂ) + spinOrbit a b kx ky) *ᵥ u =
      ![c * u 0 + conj (soField a b kx ky) * u 1, soField a b kx ky * u 0 + c * u 1] := by
  have hS : spinOrbit a b kx ky =
      !![0, conj (soField a b kx ky); soField a b kx ky, 0] := by
    ext i j
    fin_cases i <;> fin_cases j <;> apply Complex.ext <;>
      simp [spinOrbit, σx, σy, soField] <;> ring
  rw [hS]
  ext i
  fin_cases i <;> simp [Matrix.mulVec, dotProduct, Fin.sum_univ_two, Matrix.one_apply]

/-- The eigenvalue equation of a band state, written for its two spin components. -/
theorem band_components (hu : IsBandState μ a b kx ky E u) :
    conj (soField a b kx ky) * u 1 = ((E - kinetic μ kx ky : ℝ) : ℂ) * u 0 ∧
      soField a b kx ky * u 0 = ((E - kinetic μ kx ky : ℝ) : ℂ) * u 1 := by
  have h := hu.1
  rw [hamiltonian, shift_mulVec] at h
  have h0 : (kinetic μ kx ky : ℂ) * u 0 + conj (soField a b kx ky) * u 1 = (E : ℂ) * u 0 :=
    congrFun h 0
  have h1 : soField a b kx ky * u 0 + (kinetic μ kx ky : ℂ) * u 1 = (E : ℂ) * u 1 :=
    congrFun h 1
  rw [Complex.ofReal_sub]
  exact ⟨by linear_combination h0, by linear_combination h1⟩

/-- The energy of a band state differs from the kinetic energy by plus or minus the length of the
spin-orbit field; if the field is nonzero, the spin-up component has weight one half. -/
theorem band_energy_weight (hu : IsBandState μ a b kx ky E u) :
    (E - kinetic μ kx ky) ^ 2 = (b * kx - a * ky) ^ 2 + (a * kx - b * ky) ^ 2 ∧
      ((b * kx - a * ky) ^ 2 + (a * kx - b * ky) ^ 2) * Complex.normSq (u 0) =
        ((b * kx - a * ky) ^ 2 + (a * kx - b * ky) ^ 2) / 2 := by
  obtain ⟨h0, h1⟩ := band_components hu
  have hn : Complex.normSq (u 0) + Complex.normSq (u 1) = 1 := by
    have h := hu.2
    rw [dotProduct, Fin.sum_univ_two] at h
    apply Complex.ofReal_injective
    rw [Complex.ofReal_add, Complex.normSq_eq_conj_mul_self, Complex.normSq_eq_conj_mul_self,
      Complex.ofReal_one]
    exact h
  have hN : Complex.normSq (soField a b kx ky) =
      (b * kx - a * ky) ^ 2 + (a * kx - b * ky) ^ 2 := by
    simp only [Complex.normSq_apply, soField]
    ring
  -- compare the moduli of both sides of the component equations
  have n0 := congrArg Complex.normSq h0
  have n1 := congrArg Complex.normSq h1
  simp only [map_mul, Complex.normSq_conj, Complex.normSq_ofReal, hN] at n0 n1
  generalize (b * kx - a * ky) ^ 2 + (a * kx - b * ky) ^ 2 = N at n0 n1 ⊢
  have hE : (E - kinetic μ kx ky) ^ 2 = N := by
    linear_combination -n0 - n1 + (N - (E - kinetic μ kx ky) ^ 2) * hn
  exact ⟨hE, by linear_combination N / 2 * hn - n0 / 2 - Complex.normSq (u 0) / 2 * hE⟩

/-- Two band states of different energy at the same `k` are split by twice the length of the
spin-orbit field. -/
theorem splitting_sq (hE : E₁ ≠ E₂) (hu : IsBandState μ a b kx ky E₁ u)
    (hv : IsBandState μ a b kx ky E₂ v) :
    (E₁ - E₂) ^ 2 = 4 * ((b * kx - a * ky) ^ 2 + (a * kx - b * ky) ^ 2) := by
  have h1 := (band_energy_weight hu).1
  have h2 := (band_energy_weight hv).1
  have hs : E₁ + E₂ - 2 * kinetic μ kx ky = 0 :=
    mul_left_cancel₀ (sub_ne_zero.2 hE) (by linear_combination h1 - h2)
  linear_combination 2 * h1 + 2 * h2 - (E₁ + E₂ - 2 * kinetic μ kx ky) * hs

/-- A velocity operator proportional to the identity, as is left when the spin-orbit velocity is
dropped, has no matrix element between band states of different energy at the same `k`. -/
theorem scalar_velocity_element (hE : E₁ ≠ E₂) (hu : IsBandState μ a b kx ky E₁ u)
    (hv : IsBandState μ a b kx ky E₂ v) (c : ℂ) :
    element u (c • (1 : Matrix (Fin 2) (Fin 2) ℂ)) v = 0 := by
  obtain ⟨h0, h1⟩ := band_components hu
  obtain ⟨g0, g1⟩ := band_components hv
  have c0 := congrArg (starRingEnd ℂ) h0
  have c1 := congrArg (starRingEnd ℂ) h1
  simp only [map_mul, Complex.conj_conj, Complex.conj_ofReal] at c0 c1
  have hne : ((E₁ - kinetic μ kx ky : ℝ) : ℂ) - ((E₂ - kinetic μ kx ky : ℝ) : ℂ) ≠ 0 :=
    sub_ne_zero.2 fun h => hE (by have := Complex.ofReal_injective h; linarith)
  -- the energy difference times the overlap vanishes
  have hS : conj (u 0) * v 0 + conj (u 1) * v 1 = 0 :=
    mul_left_cancel₀ hne (by
      linear_combination -v 0 * c0 - v 1 * c1 + conj (u 0) * g0 + conj (u 1) * g1)
  have hS' : star u ⬝ᵥ v = 0 := by
    rw [dotProduct, Fin.sum_univ_two]
    exact hS
  rw [element, Matrix.smul_mulVec, Matrix.one_mulVec, dotProduct_smul, hS', smul_zero]

/-- The squared interband velocity element for light polarised along `n`, between band states of
different energy at the same `k`. -/
theorem interband_sq (hE : E₁ ≠ E₂) (hu : IsBandState μ a b kx ky E₁ u)
    (hv : IsBandState μ a b kx ky E₂ v) (nx ny : ℝ) :
    ‖element u (velocity μ a b nx ny kx ky) v‖ ^ 2 =
      (a ^ 2 - b ^ 2) ^ 2 * (nx * ky - ny * kx) ^ 2 /
        ((b * kx - a * ky) ^ 2 + (a * kx - b * ky) ^ 2) := by
  have hsplit := splitting_sq hE hu hv
  have hD : (b * kx - a * ky) ^ 2 + (a * kx - b * ky) ^ 2 ≠ 0 := fun h =>
    pow_ne_zero 2 (sub_ne_zero.2 hE) (by rw [hsplit, h, mul_zero])
  obtain ⟨he, hp⟩ := band_energy_weight hu
  obtain ⟨hf, hq⟩ := band_energy_weight hv
  have hp' : Complex.normSq (u 0) = 1 / 2 :=
    mul_left_cancel₀ hD (by linear_combination hp)
  have hq' : Complex.normSq (v 0) = 1 / 2 :=
    mul_left_cancel₀ hD (by linear_combination hq)
  -- the two energies lie opposite to each other about the kinetic energy
  have hs : (E₁ - kinetic μ kx ky) + (E₂ - kinetic μ kx ky) = 0 :=
    mul_left_cancel₀ (sub_ne_zero.2 hE) (by linear_combination he - hf)
  have hsC : ((E₁ - kinetic μ kx ky : ℝ) : ℂ) + ((E₂ - kinetic μ kx ky : ℝ) : ℂ) = 0 := by
    rw [← Complex.ofReal_add, hs, Complex.ofReal_zero]
  have hS : conj (u 0) * v 0 + conj (u 1) * v 1 = 0 := by
    have h := scalar_velocity_element hE hu hv 1
    rw [one_smul, element, Matrix.one_mulVec, dotProduct, Fin.sum_univ_two] at h
    exact h
  have c1 := congrArg (starRingEnd ℂ) (band_components hu).2
  simp only [map_mul, Complex.conj_ofReal] at c1
  have g1 := (band_components hv).2
  have hT : element u (velocity μ a b nx ny kx ky) v =
      conj (u 0) * (((μ * (nx * kx + ny * ky) : ℝ) : ℂ) * v 0 +
        conj (soField a b nx ny) * v 1) +
      conj (u 1) * (soField a b nx ny * v 0 +
        ((μ * (nx * kx + ny * ky) : ℝ) : ℂ) * v 1) := by
    rw [element, velocity, shift_mulVec, dotProduct, Fin.sum_univ_two]
    rfl
  -- only the cross product of the fields at `n` and at `k` survives
  have hM : ((E₁ - kinetic μ kx ky : ℝ) : ℂ) * element u (velocity μ a b nx ny kx ky) v =
      conj (u 0) * v 0 * (soField a b nx ny * conj (soField a b kx ky) -
        conj (soField a b nx ny) * soField a b kx ky) := by
    linear_combination ((E₁ - kinetic μ kx ky : ℝ) : ℂ) * hT +
      ((μ * (nx * kx + ny * ky) : ℝ) : ℂ) * ((E₁ - kinetic μ kx ky : ℝ) : ℂ) * hS +
      conj (u 0) * conj (soField a b nx ny) * (v 1 * hsC + g1) -
      soField a b nx ny * v 0 * c1
  have hX : Complex.normSq (soField a b nx ny * conj (soField a b kx ky) -
      conj (soField a b nx ny) * soField a b kx ky) =
      4 * ((a ^ 2 - b ^ 2) ^ 2 * (nx * ky - ny * kx) ^ 2) := by
    simp only [Complex.normSq_apply, Complex.sub_re, Complex.sub_im, Complex.mul_re,
      Complex.mul_im, Complex.conj_re, Complex.conj_im, soField]
    ring
  have hm := congrArg Complex.normSq hM
  rw [map_mul, map_mul, map_mul, Complex.normSq_conj, Complex.normSq_ofReal, hX, hp', hq'] at hm
  rw [Complex.sq_norm, eq_div_iff hD]
  linear_combination hm - Complex.normSq (element u (velocity μ a b nx ny kx ky) v) * he

/-- The squared interband element of `∂H/∂kx` between band states of different energy at the
same `k`. -/
theorem interband_sq_x (hE : E₁ ≠ E₂) (hu : IsBandState μ a b kx ky E₁ u)
    (hv : IsBandState μ a b kx ky E₂ v) :
    ‖element u (velocity μ a b 1 0 kx ky) v‖ ^ 2 =
      (a ^ 2 - b ^ 2) ^ 2 * ky ^ 2 / ((b * kx - a * ky) ^ 2 + (a * kx - b * ky) ^ 2) := by
  rw [interband_sq hE hu hv]
  ring

/-- Between band states of different energy at the same `k`, the interband element vanishes
exactly when `a = ±b` or the polarisation `n` and `k` are linearly dependent. -/
theorem interband_eq_zero_iff (hE : E₁ ≠ E₂) (hu : IsBandState μ a b kx ky E₁ u)
    (hv : IsBandState μ a b kx ky E₂ v) (nx ny : ℝ) :
    element u (velocity μ a b nx ny kx ky) v = 0 ↔
      (a = b ∨ a = -b) ∨ nx * ky = ny * kx := by
  have hD : (b * kx - a * ky) ^ 2 + (a * kx - b * ky) ^ 2 ≠ 0 := fun h =>
    pow_ne_zero 2 (sub_ne_zero.2 hE) (by rw [splitting_sq hE hu hv, h, mul_zero])
  have h2 : (2 : ℕ) ≠ 0 := two_ne_zero
  rw [← norm_eq_zero, ← pow_eq_zero_iff h2, interband_sq hE hu hv, div_eq_zero_iff,
    or_iff_left hD, mul_eq_zero, pow_eq_zero_iff h2, pow_eq_zero_iff h2, sub_eq_zero,
    sub_eq_zero, sq_eq_sq_iff_eq_or_eq_neg]

/-- Where the spin-orbit field `z` is nonzero, the spinors `(1, s z/|z|)/√2` with `s = ±1` are
band states with energies `μ k²/2 + s |z|`. -/
theorem bandState_witness (μ : ℝ) (hz : soField a b kx ky ≠ 0) {s : ℝ} (hs : s ^ 2 = 1) :
    IsBandState μ a b kx ky (kinetic μ kx ky + s * ‖soField a b kx ky‖)
      ![(((√2)⁻¹ : ℝ) : ℂ),
        (s : ℂ) * (((√2)⁻¹ : ℝ) : ℂ) * (soField a b kx ky / (‖soField a b kx ky‖ : ℂ))] := by
  have hc : (((√2)⁻¹ : ℝ) : ℂ) ^ 2 = 1 / 2 := by
    rw [← Complex.ofReal_pow, inv_pow, Real.sq_sqrt (by norm_num)]
    norm_num
  have hsC : (s : ℂ) ^ 2 = 1 := by exact_mod_cast hs
  rw [IsBandState, hamiltonian, shift_mulVec]
  generalize soField a b kx ky = z at hz ⊢
  have hr : (‖z‖ : ℂ) ≠ 0 := Complex.ofReal_ne_zero.2 (norm_ne_zero_iff.2 hz)
  have hzz : conj z * z = (‖z‖ : ℂ) ^ 2 := by
    rw [← Complex.normSq_eq_conj_mul_self, Complex.normSq_eq_norm_sq, Complex.ofReal_pow]
  -- the phase factor `p = z/|z|`
  have h1 : conj z * (z / (‖z‖ : ℂ)) = (‖z‖ : ℂ) := by
    rw [← mul_div_assoc, hzz, sq, mul_div_assoc, div_self hr, mul_one]
  have h2 : (‖z‖ : ℂ) * (z / (‖z‖ : ℂ)) = z := mul_div_cancel₀ z hr
  have h3 : conj (z / (‖z‖ : ℂ)) * (z / (‖z‖ : ℂ)) = 1 := by
    rw [map_div₀, Complex.conj_ofReal, div_mul_eq_mul_div, h1, div_self hr]
  generalize z / (‖z‖ : ℂ) = p at h1 h2 h3 ⊢
  generalize (√2)⁻¹ = c at hc ⊢
  constructor
  · ext i
    fin_cases i
    · change (kinetic μ kx ky : ℂ) * (c : ℂ) + conj z * ((s : ℂ) * c * p) =
        ((kinetic μ kx ky + s * ‖z‖ : ℝ) : ℂ) * c
      push_cast
      linear_combination (s : ℂ) * c * h1
    · change z * (c : ℂ) + (kinetic μ kx ky : ℂ) * ((s : ℂ) * c * p) =
        ((kinetic μ kx ky + s * ‖z‖ : ℝ) : ℂ) * ((s : ℂ) * c * p)
      push_cast
      linear_combination -(c : ℂ) * h2 - (c : ℂ) * ‖z‖ * p * hsC
  · rw [dotProduct, Fin.sum_univ_two]
    change conj (c : ℂ) * (c : ℂ) + conj ((s : ℂ) * c * p) * ((s : ℂ) * c * p) = 1
    simp only [map_mul, Complex.conj_ofReal]
    linear_combination (s : ℂ) ^ 2 * (c : ℂ) ^ 2 * h3 + (c : ℂ) ^ 2 * hsC + 2 * hc

end

end SpinOrbitOptics
```

```lean
#print axioms SpinOrbitOptics.velocity_hasDerivAt
#print axioms SpinOrbitOptics.interband_sq
#print axioms SpinOrbitOptics.interband_sq_x
#print axioms SpinOrbitOptics.interband_eq_zero_iff
```

```
'SpinOrbitOptics.velocity_hasDerivAt' depends on axioms: [propext, Classical.choice, Quot.sound]
'SpinOrbitOptics.interband_sq' depends on axioms: [propext, Classical.choice, Quot.sound]
'SpinOrbitOptics.interband_sq_x' depends on axioms: [propext, Classical.choice, Quot.sound]
'SpinOrbitOptics.interband_eq_zero_iff' depends on axioms: [propext, Classical.choice, Quot.sound]
```

## From matrix entries to the squared element

`velocity_hasDerivAt` justifies the velocity operator: each entry of H along k + tn is a quadratic polynomial in t, and its linear coefficient is the derivative at t = 0.

`shift_mulVec` writes the action of H, and of the velocity, through the complex field `soField`. `band_components` extracts the two eigenvalue equations. `band_energy_weight` applies `Complex.normSq` to both and combines them with normalisation. `splitting_sq` cancels the nonzero factor E₁ − E₂ to place the energies opposite each other about the kinetic energy.

`scalar_velocity_element` proves orthogonality, and with it the vanishing for any multiple of the identity. In `interband_sq`, `hM` is the equation for ε₁M above and `hX` is the squared modulus of its bracket; `linear_combination` does the algebra.

`interband_eq_zero_iff` reads off the zeros of the numerator. `bandState_witness` supplies explicit spinors for both branches wherever z ≠ 0, so the formula applies at every such k.
